# On a surface bounded below with Lipschitz gradient, short enough heavy-ball steps with momentum 0 ≤ m < 1 drive the gradient to zero

## One step through the bottom of a harmonic well

Take \(E(x)=x^2/2\) on the line. A heavy-ball step moves against the gradient with step length \(t\) and adds a fraction \(m\) of the last displacement. Let \(t=m=\tfrac12\), let the previous point be \(-1\) and the current point \(0\). The gradient at \(0\) vanishes, but the last displacement was \(1\), so the next point is \(\tfrac12\). The potential energy has risen from \(0\) to \(\tfrac18\).

Now add a kinetic term, \(m/(2t)=\tfrac12\) times the squared last displacement. The sum was \(0+\tfrac12\) before the step and is \(\tfrac18+\tfrac18=\tfrac14\) after it. The potential may rise along the trajectory; this sum is the quantity to follow.

## The iteration and its energy

Let \(E\) be a differentiable real function on a real Hilbert space, for instance \(\mathbb R^n\) with Cartesian coordinates, and write \(g=\nabla E\), so that the force is \(-g\). From any two points \(x_0,x_1\), set
\[
x_{k+2}=x_{k+1}-t\,g(x_{k+1})+m(x_{k+1}-x_k),
\qquad
H_k=E(x_{k+1})+\frac{m}{2t}\|x_{k+1}-x_k\|^2 .
\]
Assume that \(E\) is bounded below and that \(\|g(x)-g(y)\|\le L\|x-y\|\) for all \(x,y\), with \(L>0\). For a twice continuously differentiable surface on \(\mathbb R^n\), the constant \(L\) is a bound on the magnitude of every eigenvalue of the force-constant matrix (the Hessian of \(E\)), valid over the whole surface. If \(m\ge0\) and \(0<t<2(1-m)/L\), then \(H_k\) never increases and \(g(x_k)\to0\). The surface need not be convex.

For geometry optimisation this means that, with exact gradients and a global bound \(L\), any positive threshold on the force norm is eventually met. A molecular surface with Coulomb repulsion between nuclei has no such global bound, because the repulsion diverges at coalescence.

## The energy lost in one step

**A harmonic upper bound.** For points \(x\) and displacements \(v\), define
\[
\varphi(s)=E(x+sv)-s\langle g(x),v\rangle-\tfrac L2\|v\|^2s^2,\qquad 0\le s\le1 .
\]
By the Cauchy–Schwarz inequality and the Lipschitz condition,
\[
\varphi'(s)=\langle g(x+sv)-g(x),v\rangle-L\|v\|^2s\le Ls\|v\|^2-Ls\|v\|^2=0 .
\]
Hence \(\varphi(1)\le\varphi(0)\), which reads
\[
E(x+v)\le E(x)+\langle g(x),v\rangle+\tfrac L2\|v\|^2 .
\]

**Eliminating the gradient.** Let \(p\) be the previous point, \(q\) the current one, \(d=q-p\) the old displacement and \(e=md-t\,g(q)\) the new one. Then \(t\,g(q)=md-e\). Since \(\|d-e\|^2\ge0\) gives \(2\langle d,e\rangle\le\|d\|^2+\|e\|^2\),
\[
\langle g(q),e\rangle=\frac{m\langle d,e\rangle-\|e\|^2}{t}
\le\frac1t\left(\frac m2\|d\|^2+\frac m2\|e\|^2-\|e\|^2\right).
\]
Insert this into the harmonic bound with \(x=q\), \(v=e\), and add the new kinetic term:
\[
E(q+e)+\frac{m}{2t}\|e\|^2\le E(q)+\frac{m}{2t}\|d\|^2-c\,\|e\|^2,
\qquad c=\frac{1-m-Lt/2}{t}.
\]
The condition \(t<2(1-m)/L\) is exactly \(c>0\), so \(H_{k+1}\le H_k\).

For \(m=0\) the kinetic term disappears and the method is plain gradient descent. The window becomes \(t<2/L\), and each step lowers \(E\) itself by at least \(t(1-Lt/2)\|g(q)\|^2\).

## From lost energy to vanishing forces

Let \(E_0\) be a lower bound of \(E\). Summing the first \(N\) steps gives
\[
c\sum_{k=0}^{N-1}\|x_{k+2}-x_{k+1}\|^2\le H_0-H_N\le H_0-E_0 .
\]
The right-hand side does not depend on \(N\), so the series converges and the displacements tend to zero. The update rule, solved for the gradient, is
\[
g(x_{k+1})=\frac1t\bigl(m(x_{k+1}-x_k)-(x_{k+2}-x_{k+1})\bigr),
\]
and both displacements on the right vanish in the limit.

If a subsequence \(x_{\phi(k)}\) converges to \(p\), then \(\|g(x_{\phi(k)})-g(p)\|\le L\|x_{\phi(k)}-p\|\to0\), hence \(g(p)=0\). The point \(p\) is stationary; it may be a minimum, a saddle or a maximum. Convergence of the whole trajectory is not claimed.

## A longer step can raise the energy

On \(E(x)=Lx^2/2\), take \(p=m-1-tL\) and \(q=m-1\). The old displacement is \(tL\), and the next point is
\[
q-tLq+m\,tL=m-1+tL ,
\]
so the new displacement is also \(tL\). The kinetic terms cancel, and the energy changes by
\[
\frac L2\bigl[(m-1+tL)^2-(m-1)^2\bigr]=\frac{L}{2}\,tL\,\bigl(tL-2(1-m)\bigr),
\]
which is positive for \(t>2(1-m)/L\). The upper end \(2(1-m)/L\) of the window therefore cannot be raised if this energy is to be non-increasing on every such surface and from every pair of starting points. That is a statement about one step, not about divergence of the iteration.

## The statement in Lean

The space `V` is a complete real inner product space, and `gradient E` is the vector that represents the derivative of `E`. `heavyBall E t m a b k` is \(x_k\), with \(x_0=a\) and \(x_1=b\); choosing `a = b` starts from rest. `heavyBallEnergy E t m p q` takes the previous point first, so \(H_k\) is its value at \(x_k,x_{k+1}\).

In `heavyBall_descent`, `hE` is differentiability, `hb` the lower bound on the surface, and `hL` the Lipschitz condition. The hypotheses `hL0`, `hm`, `ht` and `ht2` fix the ranges of the parameters; together they force \(m<1\), which is not assumed separately. `Antitone` says that \(H_k\) is non-increasing in \(k\), and `Tendsto … atTop (𝓝 0)` is convergence in norm. Step length and momentum stay constant, and no rate is given.

```lean
import Mathlib

open Filter Topology

namespace HeavyBallDescent

noncomputable section

variable {V : Type*} [NormedAddCommGroup V] [InnerProductSpace ℝ V] [CompleteSpace V]

/-- One heavy-ball update from the previous point `p` and the current point `q`:
a gradient step of length `t` plus the fraction `m` of the last displacement. -/
def heavyBallStep (E : V → ℝ) (t m : ℝ) (p q : V) : V :=
  q - t • gradient E q + m • (q - p)

/-- The heavy-ball trajectory on the surface `E` with the first two points `a` and `b`. -/
def heavyBall (E : V → ℝ) (t m : ℝ) (a b : V) : ℕ → V
  | 0 => a
  | 1 => b
  | k + 2 => heavyBallStep E t m (heavyBall E t m a b k) (heavyBall E t m a b (k + 1))

/-- Potential energy at the current point `q` plus a kinetic term in the last
displacement `q - p`. -/
def heavyBallEnergy (E : V → ℝ) (t m : ℝ) (p q : V) : ℝ :=
  E q + m * ‖q - p‖ ^ 2 / (2 * t)

variable {E : V → ℝ} {L t m : ℝ}

/-- A surface with `L`-Lipschitz gradient lies below its tangent plane plus a
harmonic term of force constant `L`. -/
theorem quadratic_upper_bound (hE : Differentiable ℝ E)
    (hL : ∀ x y, ‖gradient E x - gradient E y‖ ≤ L * ‖x - y‖) (x v : V) :
    E (x + v) ≤ E x + inner ℝ (gradient E x) v + L / 2 * ‖v‖ ^ 2 := by
  have hdual : ∀ g w : V, (InnerProductSpace.toDual ℝ V g) w = inner ℝ g w := by
    intro g w
    rfl
  -- the slope of the surface along the segment from x to x + v
  have hd : ∀ s : ℝ, HasDerivAt (fun s : ℝ => E (x + s • v))
      (inner ℝ (gradient E (x + s • v)) v) s := by
    intro s
    have hl : HasDerivAt (fun s : ℝ => x + s • v) v s :=
      (((hasDerivAt_id' s).smul_const v).const_add x).congr_deriv (one_smul ℝ v)
    have h := (hE (x + s • v)).hasGradientAt.hasFDerivAt.comp_hasDerivAt s hl
    exact h.congr_deriv (hdual _ _)
  have hh : ∀ s : ℝ, HasDerivAt
      (fun s : ℝ => E (x + s • v) -
        (s * inner ℝ (gradient E x) v + L / 2 * ‖v‖ ^ 2 * (s * s)))
      (inner ℝ (gradient E (x + s • v)) v -
        (inner ℝ (gradient E x) v + L * ‖v‖ ^ 2 * s)) s := by
    intro s
    have h1 := (hasDerivAt_id' s).mul_const (inner ℝ (gradient E x) v)
    have h2 := ((hasDerivAt_id' s).fun_mul (hasDerivAt_id' s)).const_mul (L / 2 * ‖v‖ ^ 2)
    exact ((hd s).fun_sub (h1.fun_add h2)).congr_deriv (by ring)
  -- the surface minus its harmonic bound can only decrease along the segment
  have anti := antitoneOn_of_deriv_nonpos (convex_Icc (0 : ℝ) 1)
    (fun s _ => (hh s).continuousAt.continuousWithinAt)
    (fun s _ => (hh s).differentiableAt.differentiableWithinAt)
    (fun s hs => by
      rw [(hh s).deriv]
      rw [interior_Icc] at hs
      have h1 := real_inner_le_norm (gradient E (x + s • v) - gradient E x) v
      have h2 := hL (x + s • v) x
      rw [add_sub_cancel_left, norm_smul, Real.norm_of_nonneg hs.1.le] at h2
      rw [inner_sub_left] at h1
      have h3 := mul_le_mul_of_nonneg_right h2 (norm_nonneg v)
      nlinarith)
  have h := anti (Set.left_mem_Icc.2 zero_le_one) (Set.right_mem_Icc.2 zero_le_one) zero_le_one
  simp only [one_smul, zero_smul, add_zero] at h
  linarith

/-- For an `L`-Lipschitz gradient, `t > 0` and `m ≥ 0`, the energy after one heavy-ball step is at
most the energy before it minus `(1 - m - L t / 2) / t` times the squared length of the new
displacement. -/
theorem energy_step (hE : Differentiable ℝ E)
    (hL : ∀ x y, ‖gradient E x - gradient E y‖ ≤ L * ‖x - y‖)
    (ht : 0 < t) (hm : 0 ≤ m) (p q : V) :
    heavyBallEnergy E t m q (heavyBallStep E t m p q) ≤ heavyBallEnergy E t m p q -
      (1 - m - L * t / 2) / t * ‖heavyBallStep E t m p q - q‖ ^ 2 := by
  obtain ⟨d, hd⟩ : ∃ d, d = q - p := ⟨_, rfl⟩
  obtain ⟨e, he⟩ : ∃ e, e = m • d - t • gradient E q := ⟨_, rfl⟩
  have hstep : heavyBallStep E t m p q = q + e := by
    rw [heavyBallStep, he, ← hd]
    abel
  rw [hstep, heavyBallEnergy, heavyBallEnergy, add_sub_cancel_left, ← hd]
  have h1 := quadratic_upper_bound hE hL q e
  -- the update rule expresses the gradient through two displacements
  have hg : t • gradient E q = m • d - e := by
    rw [he]
    abel
  have h2 := congrArg (fun z => inner ℝ z e) hg
  simp only [inner_sub_left, real_inner_smul_left, real_inner_self_eq_norm_sq] at h2
  have h3 : 2 * inner ℝ d e ≤ ‖d‖ ^ 2 + ‖e‖ ^ 2 := by
    have := norm_sub_sq_real d e
    have := sq_nonneg ‖d - e‖
    linarith
  have h4 : inner ℝ (gradient E q) e ≤
      (m * ((‖d‖ ^ 2 + ‖e‖ ^ 2) / 2) - ‖e‖ ^ 2) / t := by
    rw [le_div_iff₀ ht]
    nlinarith [mul_le_mul_of_nonneg_left h3 hm]
  have h5 : (m * ((‖d‖ ^ 2 + ‖e‖ ^ 2) / 2) - ‖e‖ ^ 2) / t + L / 2 * ‖e‖ ^ 2
      + m * ‖e‖ ^ 2 / (2 * t)
      = m * ‖d‖ ^ 2 / (2 * t) - (1 - m - L * t / 2) / t * ‖e‖ ^ 2 := by
    field_simp
    ring
  linarith

/-- For an `L`-Lipschitz gradient, `t > 0` and `m ≥ 0`, the squared displacements of the first `N`
steps, summed and multiplied by `(1 - m - L t / 2) / t`, are at most the energy before these steps
minus the energy after them. -/
theorem sum_displacements_le (hE : Differentiable ℝ E)
    (hL : ∀ x y, ‖gradient E x - gradient E y‖ ≤ L * ‖x - y‖)
    (ht : 0 < t) (hm : 0 ≤ m) (a b : V) (N : ℕ) :
    (1 - m - L * t / 2) / t * ∑ k ∈ Finset.range N,
        ‖heavyBall E t m a b (k + 2) - heavyBall E t m a b (k + 1)‖ ^ 2 ≤
      heavyBallEnergy E t m a b -
        heavyBallEnergy E t m (heavyBall E t m a b N) (heavyBall E t m a b (N + 1)) := by
  induction N with
  | zero => simp [heavyBall]
  | succ N ih =>
    have h : heavyBallEnergy E t m (heavyBall E t m a b (N + 1)) (heavyBall E t m a b (N + 2)) ≤
        heavyBallEnergy E t m (heavyBall E t m a b N) (heavyBall E t m a b (N + 1)) -
        (1 - m - L * t / 2) / t *
          ‖heavyBall E t m a b (N + 2) - heavyBall E t m a b (N + 1)‖ ^ 2 :=
      energy_step hE hL ht hm _ _
    rw [Finset.sum_range_succ, mul_add]
    linarith

/-- On a surface bounded below with `L`-Lipschitz gradient, `L > 0`, if `m ≥ 0` and `0 < t < 2 (1 -
m) / L`, the heavy-ball displacements tend to zero. -/
theorem displacement_tendsto_zero (hE : Differentiable ℝ E) (hb : BddBelow (Set.range E))
    (hL : ∀ x y, ‖gradient E x - gradient E y‖ ≤ L * ‖x - y‖) (hL0 : 0 < L)
    (hm : 0 ≤ m) (ht : 0 < t) (ht2 : t < 2 * (1 - m) / L) (a b : V) :
    Tendsto (fun k => heavyBall E t m a b (k + 1) - heavyBall E t m a b k) atTop (𝓝 0) := by
  obtain ⟨E0, hE0⟩ := hb
  have hc : 0 < (1 - m - L * t / 2) / t := by
    have := (lt_div_iff₀ hL0).1 ht2
    exact div_pos (by linarith) ht
  -- the energy that can be lost is finite, so the squared displacements are summable
  have hs : Summable (fun k : ℕ =>
      ‖heavyBall E t m a b (k + 2) - heavyBall E t m a b (k + 1)‖ ^ 2) := by
    refine summable_of_sum_range_le (c := (heavyBallEnergy E t m a b - E0) /
      ((1 - m - L * t / 2) / t)) (fun _ => sq_nonneg _) (fun N => ?_)
    rw [le_div_iff₀ hc]
    have h1 := sum_displacements_le hE hL ht hm a b N
    have h2 : E0 ≤ heavyBallEnergy E t m (heavyBall E t m a b N)
        (heavyBall E t m a b (N + 1)) := by
      have h3 : E0 ≤ E (heavyBall E t m a b (N + 1)) := hE0 ⟨_, rfl⟩
      exact le_add_of_le_of_nonneg h3 (by positivity)
    linarith
  have h := hs.tendsto_atTop_zero.sqrt
  simp only [norm_nonneg, Real.sqrt_sq, Real.sqrt_zero] at h
  exact (tendsto_add_atTop_iff_nat 1).1 (tendsto_zero_iff_norm_tendsto_zero.2 h)

/-- Heavy-ball descent on a possibly nonconvex surface bounded below with `L`-Lipschitz gradient, `L
> 0`: if `m ≥ 0` and `0 < t < 2 (1 - m) / L`, the energy `heavyBallEnergy` never increases along the
trajectory and the gradient tends to zero. -/
theorem heavyBall_descent (hE : Differentiable ℝ E) (hb : BddBelow (Set.range E))
    (hL : ∀ x y, ‖gradient E x - gradient E y‖ ≤ L * ‖x - y‖) (hL0 : 0 < L)
    (hm : 0 ≤ m) (ht : 0 < t) (ht2 : t < 2 * (1 - m) / L) (a b : V) :
    Antitone (fun k => heavyBallEnergy E t m (heavyBall E t m a b k)
      (heavyBall E t m a b (k + 1))) ∧
    Tendsto (fun k => gradient E (heavyBall E t m a b k)) atTop (𝓝 0) := by
  constructor
  · refine antitone_nat_of_succ_le (fun k => ?_)
    have hc : 0 < 1 - m - L * t / 2 := by
      have := (lt_div_iff₀ hL0).1 ht2
      linarith
    exact (energy_step hE hL ht hm _ _).trans
      (sub_le_self _ (mul_nonneg (div_pos hc ht).le (sq_nonneg _)))
  · have h0 := displacement_tendsto_zero hE hb hL hL0 hm ht ht2 a b
    have h1 : Tendsto (fun k => heavyBall E t m a b (k + 2) - heavyBall E t m a b (k + 1))
        atTop (𝓝 0) := h0.comp (tendsto_add_atTop_nat 1)
    -- the gradient is a combination of two successive displacements
    have hg : ∀ k, t⁻¹ • (m • (heavyBall E t m a b (k + 1) - heavyBall E t m a b k) -
        (heavyBall E t m a b (k + 2) - heavyBall E t m a b (k + 1))) =
        gradient E (heavyBall E t m a b (k + 1)) := by
      intro k
      have hk : heavyBall E t m a b (k + 2) = heavyBallStep E t m
        (heavyBall E t m a b k) (heavyBall E t m a b (k + 1)) := rfl
      rw [inv_smul_eq_iff₀ ht.ne', hk, heavyBallStep]
      abel
    have h2 := ((h0.const_smul m).sub h1).const_smul t⁻¹
    simp only [hg, smul_zero, sub_zero] at h2
    exact (tendsto_add_atTop_iff_nat 1).1 h2

/-- On a surface bounded below with `L`-Lipschitz gradient, `L > 0`, let `m ≥ 0` and `0 < t < 2 (1 -
m) / L`. If a subsequence of the heavy-ball trajectory converges to a geometry `p`, then the
gradient vanishes at `p`. -/
theorem limit_point_stationary (hE : Differentiable ℝ E) (hb : BddBelow (Set.range E))
    (hL : ∀ x y, ‖gradient E x - gradient E y‖ ≤ L * ‖x - y‖) (hL0 : 0 < L)
    (hm : 0 ≤ m) (ht : 0 < t) (ht2 : t < 2 * (1 - m) / L) (a b p : V)
    {φ : ℕ → ℕ} (hφ : StrictMono φ)
    (hp : Tendsto (fun k => heavyBall E t m a b (φ k)) atTop (𝓝 p)) :
    gradient E p = 0 := by
  have h1 : Tendsto (fun k => gradient E (heavyBall E t m a b (φ k))) atTop
      (𝓝 (gradient E p)) := by
    rw [tendsto_iff_norm_sub_tendsto_zero] at hp ⊢
    exact squeeze_zero (fun _ => norm_nonneg _) (fun k => hL _ _)
      (by simpa using hp.const_mul L)
  exact tendsto_nhds_unique h1
    ((heavyBall_descent hE hb hL hL0 hm ht ht2 a b).2.comp hφ.tendsto_atTop)

/-- On the harmonic surface `L x² / 2`, for any step length `t > 2 (1 - m) / L`, the
heavy-ball step from the points `m - 1 - t L` and `m - 1` strictly raises the energy. -/
theorem step_window_sharp (hL0 : 0 < L) (ht : 0 < t) (ht2 : 2 * (1 - m) / L < t) :
    heavyBallEnergy (fun x : ℝ => L / 2 * x ^ 2) t m (m - 1 - t * L) (m - 1) <
      heavyBallEnergy (fun x : ℝ => L / 2 * x ^ 2) t m (m - 1)
        (heavyBallStep (fun x : ℝ => L / 2 * x ^ 2) t m (m - 1 - t * L) (m - 1)) := by
  have hder : HasDerivAt (fun x : ℝ => L / 2 * x ^ 2) (L * (m - 1)) (m - 1) := by
    refine ((hasDerivAt_pow 2 (m - 1)).const_mul (L / 2)).congr_deriv ?_
    show L / 2 * (((2 : ℕ) : ℝ) * (m - 1) ^ 1) = L * (m - 1)
    push_cast
    ring
  -- the new displacement equals the old one, t L
  have hstep : heavyBallStep (fun x : ℝ => L / 2 * x ^ 2) t m (m - 1 - t * L) (m - 1)
      = m - 1 + t * L := by
    rw [heavyBallStep, gradient_eq_deriv', hder.deriv, smul_eq_mul, smul_eq_mul]
    ring
  have e1 : m - 1 - (m - 1 - t * L) = t * L := by ring
  have e2 : m - 1 + t * L - (m - 1) = t * L := by ring
  rw [hstep, heavyBallEnergy, heavyBallEnergy, e1, e2]
  have h1 := (div_lt_iff₀ hL0).1 ht2
  have h2 : 0 < L * (t * L * (t * L - 2 * (1 - m))) :=
    mul_pos hL0 (mul_pos (mul_pos ht hL0) (by linarith))
  have h3 : L / 2 * (m - 1) ^ 2 < L / 2 * (m - 1 + t * L) ^ 2 := by
    linarith [show L / 2 * (m - 1 + t * L) ^ 2 - L / 2 * (m - 1) ^ 2
      = L * (t * L * (t * L - 2 * (1 - m))) / 2 by ring]
  exact add_lt_add_of_lt_of_le h3 le_rfl

end

end HeavyBallDescent
```

```lean
#print axioms HeavyBallDescent.heavyBall_descent
#print axioms HeavyBallDescent.limit_point_stationary
#print axioms HeavyBallDescent.step_window_sharp
```

```
'HeavyBallDescent.heavyBall_descent' depends on axioms: [propext, Classical.choice, Quot.sound]
'HeavyBallDescent.limit_point_stationary' depends on axioms: [propext, Classical.choice, Quot.sound]
'HeavyBallDescent.step_window_sharp' depends on axioms: [propext, Classical.choice, Quot.sound]
```

## How the proof follows the derivation

`quadratic_upper_bound` is the argument with \(\varphi\). Here `hd` is the chain rule along the segment and `hh` the derivative of \(\varphi\). `antitoneOn_of_deriv_nonpos` turns the sign of the derivative into monotonicity, which is then read off at the endpoints 0 and 1.

`energy_step` names the displacements `d` and `e`. The update rule solved for the gradient is `hg`, and `h2` is its inner product with `e`. `h3` is the inequality from \(\|d-e\|^2\ge0\), `h4` the resulting bound on \(\langle g(q),e\rangle\), and `h5` collects the coefficients into \(c\). This lemma needs no upper limit on `t`; the window enters only when the sign of \(c\) matters.

`sum_displacements_le` adds the steps by induction on `N`. In `displacement_tendsto_zero`, `summable_of_sum_range_le` uses the uniform bound on the partial sums; the terms of a convergent series tend to zero, and a square root passes from squared norms to norms.

`heavyBall_descent` obtains its first half from `energy_step` and \(c>0\). For the second half, `hg` writes the gradient as the combination of two displacements, whose limit is zero. `limit_point_stationary` compares two limits of the same gradient sequence, \(g(p)\) and \(0\), by `tendsto_nhds_unique`.

In `step_window_sharp`, `hder` supplies the harmonic gradient and `hstep` the new point. `e1` and `e2` show that the two displacements are equal, and `h3` is the strict rise of the potential.
